# With a quadratic coherency energy, no finite mixture beats the homogeneous state exactly when G(x) + Bx² is convex

**Q:** You charge a phase of composition x_i an elastic energy B(x_i − X)², where X is the mean composition of the whole solid. Shape, arrangement and crystal direction don't enter. What physics is that?

**A:** It stands for a solid whose phases share one continuous lattice. The stress-free lattice parameter varies linearly with composition, by a fraction η per unit of x, and all phases have the same isotropic elastic constants. Picture thin parallel layers: each is strained in its plane to fit the average lattice, by an amount proportional to x_i − X, and relaxes freely across the plane. Linear elasticity then gives B = η²Y/(1 − ν) per unit volume, with Young's modulus Y and Poisson's ratio ν. With such elastic constants, other arrangements that are fine compared with the size of the solid have the same total energy, which is why shape and direction drop out. The Lean code takes the quadratic form as given and doesn't derive it from elasticity. Interfacial energy is left out.

Compositions and phase fractions are real numbers, indexed by `Fin n` for n phases:

```lean
import Mathlib

open Set

namespace CoherentPhaseSeparation

noncomputable section

/-- Mean composition of a mixture with phase fractions `w` and compositions `x`. -/
def mean {n : ℕ} (w x : Fin n → ℝ) : ℝ := ∑ i, w i * x i

/-- Energy of a coherent mixture: each phase pays its free energy `G` and an elastic
energy quadratic in the deviation of its composition from the mean. -/
def coherentEnergy (G : ℝ → ℝ) (B : ℝ) {n : ℕ} (w x : Fin n → ℝ) : ℝ :=
  ∑ i, w i * (G (x i) + B * (x i - mean w x) ^ 2)
```

Here `w` holds the fractions w_i, `x` the compositions x_i, and `mean w x` is X = ∑ w_i x_i. G is the free energy of a homogeneous phase, in the same units as B, say per lattice site.

**Q:** And what does "stable" mean? I would expect a statement about one alloy of given composition.

**A:** It is a statement about all of them at once:

```lean
/-- No finite coherent mixture has a lower energy than the homogeneous state of the same
mean composition. -/
def CoherentlyStable (G : ℝ → ℝ) (B : ℝ) : Prop :=
  ∀ (n : ℕ) (w x : Fin n → ℝ), (∀ i, 0 ≤ w i) → ∑ i, w i = 1 →
    (∀ i, x i ∈ Icc (0 : ℝ) 1) → G (mean w x) ≤ coherentEnergy G B w x
```

The number of phases, their fractions and their compositions are arbitrary, apart from w_i ≥ 0, ∑ w_i = 1 and 0 ≤ x_i ≤ 1. Every mean composition is therefore tested. The inequality is not strict, so a mixture may tie with the homogeneous state. `G` is a function on all reals, but only its values on [0,1] matter.

**Q:** The elastic term couples every phase to the mean. How does that reduce to convexity of a single function?

**A:** Expand the square and use ∑ w_i = 1 and ∑ w_i x_i = X:

∑ w_i B(x_i − X)² = B ∑ w_i x_i² − 2BX·X + BX² = B ∑ w_i x_i² − BX²

With F(x) = G(x) + Bx², the energy E of the mixture satisfies

E = ∑ w_i F(x_i) − BX²

E − G(X) = ∑ w_i F(x_i) − F(X)

The coupling has been absorbed into F. In the formal proof, `key` does the expansion about an arbitrary reference composition `m`, which is then set to the mean.

```lean
/-- The coherent energy is the average of `G(x) + B x²` over the phases, minus `B` times the
square of the mean composition. -/
theorem coherentEnergy_eq (G : ℝ → ℝ) (B : ℝ) {n : ℕ} (w x : Fin n → ℝ)
    (hw : ∑ i, w i = 1) :
    coherentEnergy G B w x
      = ∑ i, w i * (G (x i) + B * x i ^ 2) - B * mean w x ^ 2 := by
  -- expand the square about an arbitrary reference composition `m`
  have key : ∀ m : ℝ, ∑ i, w i * (G (x i) + B * (x i - m) ^ 2)
      = ∑ i, w i * (G (x i) + B * x i ^ 2) - 2 * B * m * ∑ i, w i * x i
        + B * m ^ 2 * ∑ i, w i := by
    intro m
    rw [Finset.mul_sum, Finset.mul_sum, ← Finset.sum_sub_distrib, ← Finset.sum_add_distrib]
    exact Finset.sum_congr rfl fun i _ => by ring
  have hm : ∑ i, w i * x i = mean w x := rfl
  rw [coherentEnergy, key (mean w x), hw, hm]
  ring
```

**Q:** So stability says that F at the mean never exceeds the mean of F. That is Jensen's inequality.

**A:** Yes, and it gives stability from convexity. Conversely, take two phases with fractions a and b, a + b = 1, and compositions x and y. Stability then reads

F(ax + by) ≤ aF(x) + bF(y)

which is the definition of convexity. Two-phase mixtures already detect any failure.

```lean
/-- The homogeneous state is stable against every finite coherent mixture exactly when
`G(x) + B x²` is convex on `[0,1]`. -/
theorem coherentlyStable_iff_convexOn (G : ℝ → ℝ) (B : ℝ) :
    CoherentlyStable G B ↔ ConvexOn ℝ (Icc (0 : ℝ) 1) (fun x => G x + B * x ^ 2) := by
  constructor
  · -- two-phase mixtures already test convexity
    intro h
    refine ⟨convex_Icc 0 1, ?_⟩
    intro x hx y hy a b ha hb hab
    have hs : ∑ i, (![a, b] : Fin 2 → ℝ) i = 1 := by simp [Fin.sum_univ_two, hab]
    have h2 := h 2 ![a, b] ![x, y] (by intro i; fin_cases i <;> simp [ha, hb]) hs
      (by intro i; fin_cases i; exacts [hx, hy])
    rw [coherentEnergy_eq G B _ _ hs] at h2
    have h3 : G (a * x + b * y) ≤ a * (G x + B * x ^ 2) + b * (G y + B * y ^ 2)
        - B * (a * x + b * y) ^ 2 := by
      simpa [mean, Fin.sum_univ_two] using h2
    show G (a * x + b * y) + B * (a * x + b * y) ^ 2
      ≤ a * (G x + B * x ^ 2) + b * (G y + B * y ^ 2)
    linarith
  · -- Jensen's inequality for the elastically shifted free energy
    intro hF n w x hw hs hx
    rw [coherentEnergy_eq G B w x hs]
    have hJ : G (mean w x) + B * mean w x ^ 2 ≤ ∑ i, w i * (G (x i) + B * x i ^ 2) :=
      hF.map_sum_le (t := Finset.univ) (w := w) (p := x)
        (fun i _ => hw i) hs (fun i _ => hx i)
    linarith
```

The first branch applies the hypothesis to `![a, b]` and `![x, y]`; the second calls Jensen's inequality as `hF.map_sum_le`. In both, `coherentEnergy_eq` supplies the rewriting and `linarith` moves the term BX² across. G needs no smoothness here, and B may have either sign, although a coherency stiffness would be nonnegative.

**Q:** I know the coherent spinodal as G'' + 2B = 0. That is a local criterion, while yours compares with distant compositions. How can they agree?

**A:** They agree when the curvature condition is imposed at every interior composition. At a single X they can differ: F may curve upwards there and still lie above a chord between two other compositions, so that the alloy is metastable.

For the global version, let G be continuous on [0,1] and twice differentiable inside. Then

F'(x) = G'(x) + 2Bx

F''(x) = G''(x) + 2B

If F is convex, F' is nondecreasing, so F'' ≥ 0. If F'' ≥ 0 throughout the interior, F' is nondecreasing, F is convex there, and continuity extends this to the endpoints.

```lean
/-- Coherent spinodal criterion: for a free energy continuous on `[0,1]` and twice
differentiable inside, coherent stability means `G'' + 2B ≥ 0` at every interior composition. -/
theorem coherentlyStable_iff_spinodal {G G' G'' : ℝ → ℝ} (B : ℝ)
    (hc : ContinuousOn G (Icc 0 1))
    (h1 : ∀ x ∈ Ioo (0 : ℝ) 1, HasDerivAt G (G' x) x)
    (h2 : ∀ x ∈ Ioo (0 : ℝ) 1, HasDerivAt G' (G'' x) x) :
    CoherentlyStable G B ↔ ∀ x ∈ Ioo (0 : ℝ) 1, 0 ≤ G'' x + 2 * B := by
  rw [coherentlyStable_iff_convexOn]
  have d1 : ∀ x ∈ Ioo (0 : ℝ) 1,
      HasDerivAt (fun y => G y + B * y ^ 2) (G' x + 2 * B * x) x := by
    intro x hx
    have hq : HasDerivAt (fun y : ℝ => B * y ^ 2) (2 * B * x) x := by
      have e : (fun y : ℝ => B * y ^ 2) = fun y => B * (y * y) := by funext y; ring
      rw [e]
      exact (((hasDerivAt_id' x).fun_mul (hasDerivAt_id' x)).const_mul B).congr_deriv (by ring)
    exact (h1 x hx).fun_add hq
  have d2 : ∀ x ∈ Ioo (0 : ℝ) 1,
      HasDerivAt (fun y => G' y + 2 * B * y) (G'' x + 2 * B) x := by
    intro x hx
    have hq : HasDerivAt (fun y : ℝ => 2 * B * y) (2 * B) x :=
      ((hasDerivAt_id' x).const_mul (2 * B)).congr_deriv (by ring)
    exact (h2 x hx).fun_add hq
  constructor
  · -- a convex function has a monotone derivative
    intro hF x hx
    have hm := (hF.subset Ioo_subset_Icc_self (convex_Ioo 0 1)).monotoneOn_deriv
      (fun y hy => (d1 y hy).differentiableAt)
    have hm' : MonotoneOn (fun y => G' y + 2 * B * y) (Ioo (0 : ℝ) 1) := by
      intro a ha b hb hab
      have h := hm ha hb hab
      rw [(d1 a ha).deriv, (d1 b hb).deriv] at h
      exact h
    have hn := hm'.derivWithin_nonneg (x := x)
    rwa [(d2 x hx).hasDerivWithinAt.derivWithin (isOpen_Ioo.uniqueDiffWithinAt hx)] at hn
  · intro h
    have hq : ContinuousOn (fun y : ℝ => B * y ^ 2) (Icc 0 1) := by fun_prop
    have hcF : ContinuousOn (fun y => G y + B * y ^ 2) (Icc 0 1) := hc.add hq
    refine convexOn_of_hasDerivWithinAt2_nonneg (f' := fun y => G' y + 2 * B * y)
      (f'' := fun y => G'' y + 2 * B) (convex_Icc 0 1) hcF ?_ ?_ ?_
    · rw [interior_Icc]
      exact fun x hx => (d1 x hx).hasDerivWithinAt
    · rw [interior_Icc]
      exact fun x hx => (d2 x hx).hasDerivWithinAt
    · rw [interior_Icc]
      exact h
```

In Lean, `G'` and `G''` are separate functions, tied to G by the hypotheses `h1` and `h2`. The steps `d1` and `d2` compute F' and F''. One direction uses `monotoneOn_deriv`, the other the second-derivative test `convexOn_of_hasDerivWithinAt2_nonneg`.

**Q:** Give me a case where I can see elasticity do something.

**A:** Take the regular solution, with interaction Ω and thermal energy T, meaning Boltzmann's constant times temperature:

G(x) = Ωx(1 − x) + T[x ln x + (1 − x) ln(1 − x)]

```lean
/-- Regular-solution free energy with interaction `Ω` and thermal energy `T`. -/
def regularSolution (Ω T x : ℝ) : ℝ :=
  Ω * x * (1 - x) + T * (x * Real.log x + (1 - x) * Real.log (1 - x))
```

On differentiating the entropy term, the constants +1 and −1 cancel:

G'(x) = Ω(1 − 2x) + T[ln x − ln(1 − x)]

G''(x) = −2Ω + T[1/x + 1/(1 − x)]

The bracket in G'' equals 1/(x(1 − x)). Since x(1 − x) = 1/4 − (x − 1/2)² ≤ 1/4, it is at least 4, with equality at x = 1/2. For T ≥ 0 the smallest value of G'' + 2B is therefore

−2Ω + 4T + 2B

and this is nonnegative exactly when Ω ≤ B + 2T.

**Q:** The logarithm diverges at the pure components. Does that spoil the endpoints?

**A:** No. The product x ln x tends to 0, and Lean's convention `Real.log 0 = 0` gives the product that same value, so G is continuous on [0,1]. That is `hcont` in the proof:

```lean
/-- A regular solution at thermal energy `T ≥ 0` is coherently stable exactly when
`Ω ≤ B + 2T`. -/
theorem regularSolution_stable_iff (Ω B : ℝ) {T : ℝ} (hT : 0 ≤ T) :
    CoherentlyStable (regularSolution Ω T) B ↔ Ω ≤ B + 2 * T := by
  have hcont : Continuous (regularSolution Ω T) := by
    have ha : Continuous fun x : ℝ => Ω * x * (1 - x) := by fun_prop
    have hb : Continuous fun x : ℝ => (1 - x) * Real.log (1 - x) :=
      Real.continuous_mul_log.comp (continuous_const.sub continuous_id)
    exact ha.add (continuous_const.mul (Real.continuous_mul_log.add hb))
  have hs : ∀ x : ℝ, HasDerivAt (fun y : ℝ => 1 - y) (-1) x :=
    fun x => (hasDerivAt_id' x).const_sub 1
  -- chemical potential difference
  have d1 : ∀ x ∈ Ioo (0 : ℝ) 1, HasDerivAt (regularSolution Ω T)
      (Ω * (1 - 2 * x) + T * (Real.log x - Real.log (1 - x))) x := by
    intro x hx
    have h0 : x ≠ 0 := hx.1.ne'
    have h1 : 1 - x ≠ 0 := (sub_pos.mpr hx.2).ne'
    have e1 : x * x⁻¹ = 1 := mul_inv_cancel₀ h0
    have e2 : (1 - x) * (-1 / (1 - x)) = -1 := mul_div_cancel₀ _ h1
    exact ((((hasDerivAt_id' x).const_mul Ω).fun_mul (hs x)).fun_add
      ((((hasDerivAt_id' x).fun_mul (Real.hasDerivAt_log h0)).fun_add
        ((hs x).fun_mul ((hs x).log h1))).const_mul T)).congr_deriv
      (by linear_combination T * e1 + T * e2)
  -- curvature of the free energy
  have d2 : ∀ x ∈ Ioo (0 : ℝ) 1,
      HasDerivAt (fun y => Ω * (1 - 2 * y) + T * (Real.log y - Real.log (1 - y)))
        (-2 * Ω + T * (1 / x + 1 / (1 - x))) x := by
    intro x hx
    have h1 : 1 - x ≠ 0 := (sub_pos.mpr hx.2).ne'
    exact (((((hasDerivAt_id' x).const_mul (2 : ℝ)).const_sub 1).const_mul Ω).fun_add
      (((Real.hasDerivAt_log hx.1.ne').fun_sub ((hs x).log h1)).const_mul T)).congr_deriv
      (by ring)
  rw [coherentlyStable_iff_spinodal
    (G' := fun y => Ω * (1 - 2 * y) + T * (Real.log y - Real.log (1 - y)))
    (G'' := fun x => -2 * Ω + T * (1 / x + 1 / (1 - x))) B hcont.continuousOn d1 d2]
  constructor
  · -- evaluate the curvature condition at the equimolar composition
    intro h
    have h' : 0 ≤ -2 * Ω + T * (1 / (1 / 2) + 1 / (1 - 1 / 2)) + 2 * B :=
      h (1 / 2) ⟨by norm_num, by norm_num⟩
    have e : (1 : ℝ) / (1 / 2) + 1 / (1 - 1 / 2) = 4 := by norm_num
    rw [e] at h'
    linarith
  · intro h x hx
    have hx1 : 0 < 1 - x := sub_pos.mpr hx.2
    have h4 : 4 ≤ 1 / x + 1 / (1 - x) := by
      rw [div_add_div _ _ hx.1.ne' hx1.ne', le_div_iff₀ (mul_pos hx.1 hx1)]
      nlinarith [sq_nonneg (2 * x - 1)]
    have h5 := mul_le_mul_of_nonneg_left h4 hT
    show 0 ≤ -2 * Ω + T * (1 / x + 1 / (1 - x)) + 2 * B
    linarith

end

end CoherentPhaseSeparation
```

The steps `d1` and `d2` are the two derivatives above. Testing x = 1/2 gives the necessary condition; `h4`, the bound by 4, gives sufficiency.

**Q:** And the physical reading?

**A:** In this mean-field model without interfacial energy, a regular solution of suitable composition can gain by separating incoherently, with no elastic cost, when T is below Ω/2. If the phases must stay coherent, this limit drops to (Ω − B)/2, provided 0 < B < Ω. If B ≥ Ω, the homogeneous state is stable against coherent separation at every T ≥ 0, though for Ω > 0 incoherent separation can still pay below Ω/2.

**Q:** Then my remaining doubt is about the elastic energy itself, not the convexity argument.

**A:** That is where it belongs. If the elastic constants depend on composition, the quadratic form with a constant B need not hold, and the equivalence would have to be examined afresh. If the energy depends on how the phases are arranged, as in an anisotropic crystal, one B no longer gives the energy of every arrangement, and one has to ask which arrangement costs least.

```lean
#print axioms CoherentPhaseSeparation.coherentlyStable_iff_convexOn
#print axioms CoherentPhaseSeparation.regularSolution_stable_iff
```

```
'CoherentPhaseSeparation.coherentlyStable_iff_convexOn' depends on axioms: [propext, Classical.choice, Quot.sound]
'CoherentPhaseSeparation.regularSolution_stable_iff' depends on axioms: [propext, Classical.choice, Quot.sound]
```
